# The Taylor remainder of a phase exp(−ix) after d terms is at most |x|^d/d!

For real x and any natural number d, the lemma bounds the error made when the phase exp(−ix) is replaced by the first d terms of its exponential series, those of order 0 to d − 1: the error has modulus at most |x|^d/d!. In quantum mechanics such a phase is the factor exp(−iEt/ħ) gained by a state of definite energy E in time t, with x = Et/ħ; the statement itself is about this one complex number, and no Hamiltonian or state vector enters. The attempt proves a bound with an extra real parameter s ≥ 0, namely that the remainder at −ixs is at most (|x|^d/d!) s^d, and sets s = 1 at the end. It goes by induction on d: the s-derivative of the remainder after d + 1 terms is −ix times the remainder after d terms, so the bound on the derivative gives the bound on the function, which vanishes at s = 0.

This version doesn't compile in Lean 4 with Mathlib:

```lean
import Mathlib

open Matrix Finset

namespace NormExpTailLe

noncomputable section

/-- What is left of the exponential series after its first `d` terms. -/
def expTail (d : ℕ) (z : ℂ) : ℂ :=
  Complex.exp z - ∑ k ∈ range d, z ^ k / (k.factorial : ℂ)

/-- The derivative of the exponential tail after `d + 1` terms is the tail after `d` terms. -/
theorem hasDerivAt_expTail (d : ℕ) (z : ℂ) :
    HasDerivAt (expTail (d + 1)) (expTail d z) z := by
  have hs : HasDerivAt (fun w : ℂ => ∑ k ∈ range (d + 1), w ^ k / (k.factorial : ℂ))
      (∑ k ∈ range d, z ^ k / (k.factorial : ℂ)) z := by
    induction d with
    | zero => simp [hasDerivAt_const]
    | succ d ih =>
      have h := ih.fun_add
        ((hasDerivAt_pow (d + 1) z).div_const ((d + 1).factorial : ℂ))
      have e : (fun w : ℂ => ∑ k ∈ range (d + 1 + 1), w ^ k / (k.factorial : ℂ)) =
          fun w => ∑ k ∈ range (d + 1), w ^ k / (k.factorial : ℂ)
            + w ^ (d + 1) / ((d + 1).factorial : ℂ) := by
        funext w
        exact Finset.sum_range_succ _ _
      rw [e]
      refine h.congr_deriv ?_
      rw [Finset.sum_range_succ]
      congr 1
      have h1 : (d.factorial : ℂ) ≠ 0 := Nat.cast_ne_zero.mpr d.factorial_ne_zero
      have h2 : (d : ℂ) + 1 ≠ 0 := Nat.cast_add_one_ne_zero d
      rw [Nat.factorial_succ, Nat.add_sub_cancel]
      push_cast
      field_simp
  exact (Complex.hasDerivAt_exp z).fun_sub hs

/-- For a pure phase `exp (-i x)` with real `x`, the tail after `d` terms is at most
`|x| ^ d / d!`. -/
theorem norm_expTail_le (d : ℕ) (x : ℝ) :
    ‖expTail d (-Complex.I * (x : ℂ))‖ ≤ |x| ^ d / (d.factorial : ℝ) := by
  -- follow the tail along the segment from 0 to x, parametrised by s
  have key : ∀ s : ℝ, 0 ≤ s → ‖expTail d (-Complex.I * ((x : ℂ) * (s : ℂ)))‖ ≤
      |x| ^ d / (d.factorial : ℝ) * s ^ d := by
    induction d with
    | zero =>
      intro s _
      simp [expTail, Complex.norm_exp]
    | succ d ih =>
      intro s hs
      have hz : expTail (d + 1) 0 = 0 := by simp [expTail, Finset.sum_range_succ']
      have hd : ∀ r : ℝ, HasDerivAt
          (fun r : ℝ => expTail (d + 1) (-Complex.I * ((x : ℂ) * (r : ℂ))))
          (expTail d (-Complex.I * ((x : ℂ) * (r : ℂ))) * (-Complex.I * (x : ℂ))) r := by
        intro r
        have h0 : HasDerivAt (fun r : ℝ => (r : ℂ)) 1 r := by
          simpa using (hasDerivAt_id r).ofReal_comp
        have h1 : HasDerivAt (fun r : ℝ => -Complex.I * ((x : ℂ) * (r : ℂ)))
            (-Complex.I * (x : ℂ)) r := by
          simpa using (h0.const_mul (x : ℂ)).const_mul (-Complex.I)
        exact (hasDerivAt_expTail d _).comp r h1
      refine image_norm_le_of_norm_deriv_right_le_deriv_boundary
        (fun r _ => (hd r).continuousAt.continuousWithinAt)
        (fun r _ => (hd r).hasDerivWithinAt) (by simp [hz])
        (fun r => (hasDerivAt_pow (d + 1) r).const_mul
          (|x| ^ (d + 1) / ((d + 1).factorial : ℝ))) ?_ (Set.right_mem_Icc.mpr hs)
      intro r hr
      have hn : ‖-Complex.I * (x : ℂ)‖ = |x| := by simp
      rw [norm_mul, hn]
      refine (mul_le_mul_of_nonneg_right (ih r hr.1) (abs_nonneg x)).trans (le_of_eq ?_)
      have h1 : (d.factorial : ℝ) ≠ 0 := Nat.cast_ne_zero.mpr d.factorial_ne_zero
      rw [Nat.factorial_succ, Nat.add_sub_cancel]
      push_cast
      field_simp
  simpa using key 1 zero_le_one

end

end NormExpTailLe
```

The error:

```
Main.lean:50:16: error: unsolved goals
case succ
x : ℝ
d : ℕ
ih : ∀ (s : ℝ), 0 ≤ s → ‖expTail d (-Complex.I * (↑x * ↑s))‖ ≤ |x| ^ d / ↑d.factorial * s ^ d
s : ℝ
hs : 0 ≤ s
hz : expTail (d + 1) 0 = 0
hd :
  ∀ (r : ℝ),
    HasDerivAt (fun r => expTail (d + 1) (-Complex.I * (↑x * ↑r)))
      (expTail d (-Complex.I * (↑x * ↑r)) * (-Complex.I * ↑x)) r
r : ℝ
hr : r ∈ Set.Ico 0 s
hn : ‖-Complex.I * ↑x‖ = |x|
h1 : ↑d.factorial ≠ 0
⊢ |x| ^ d * r ^ d * |x| = r ^ d * |x| ^ (d + 1)
```

The message says that the induction step, the `succ` case of `key`, ends with a goal still open. What is left is the equality `|x| ^ d * r ^ d * |x| = r ^ d * |x| ^ (d + 1)`, by which the bound from the induction hypothesis, times `|x|`, is matched with the derivative of the bounding function.

The equality is true: both sides are the same product, with the factors in another order and `|x| ^ (d + 1)` written out as `|x| ^ d * |x|` on the left. `field_simp` has cleared the factorials from the denominators, but it has not joined `|x| ^ d` and `|x|` into the one power with the symbolic exponent `d + 1`, so the two sides still differ in form and the goal does not close.

The added `ring` proves the equality, since it normalises products in a commutative ring and knows that `|x| ^ (d + 1)` is `|x| ^ d * |x|` also when `d` is a variable. Nothing else needed changing.

This version goes through:

```diff
@@ -74,4 +74,5 @@
       push_cast
       field_simp
+      ring
   simpa using key 1 zero_le_one
 
```
